# If $Hx=b$ is solvable, $c\cdot x$ is unique exactly when $c$ is orthogonal to the kernel of $H$

Take two orbital rotations $x_0,x_1$ with energy $(x_0-x_1)^2/2$, and perturb them with $b=(1,-1)$. Both rows of the response equation say $x_0-x_1=1$, so $(1,0)$ and $(2,1)$ are equally good responses. The property $x_0-x_1$ equals 1 for both, but the property $x_0$ is 1 for one and 2 for the other. My real orbital Hessians also have redundant rotations. Must I remove them before I can trust a computed property, or can I tell which properties are safe?

## Test the property vector against the zero modes

You can tell. Let $H$ be the Hessian, $b$ the perturbation and $c$ the property vector, all real, and suppose that $Hx=b$ has at least one solution. The value $c\cdot x$ is the same for all solutions exactly when $c\cdot k=0$ for every $k$ with $Hk=0$.

In your example the solutions are $(1+t,\,t)$ with $t$ real, and

$$c\cdot x=c_0+t\,(c_0+c_1).$$

This is independent of $t$ exactly when $c_0+c_1=0$, that is, when $c$ is orthogonal to the zero mode $(1,1)$.

**The general case.** Let $\bar x$ be one response, so $H\bar x=b$. For any $y$,

$$H(y-\bar x)=Hy-b,$$

so $y$ is a response exactly when $y-\bar x$ is in the kernel.

Suppose first that $c\cdot x$ is the same for all responses, and let $Hk=0$. Then $\bar x+k$ is also a response, so $c\cdot\bar x+c\cdot k=c\cdot\bar x$ and $c\cdot k=0$. Conversely, suppose that $c$ is orthogonal to the kernel. If $x$ and $y$ are responses, then $H(x-y)=b-b=0$, hence $c\cdot x-c\cdot y=c\cdot(x-y)=0$.

**When $c$ does couple.** If $Hk=0$ and $c\cdot k\neq0$, choose any real target $v$ and set

$$y=\bar x+\frac{v-c\cdot\bar x}{c\cdot k}\,k.$$

Then $Hy=b$ and $c\cdot y=c\cdot\bar x+(v-c\cdot\bar x)=v$. The response equation puts no restriction at all on such a property.

**All properties at once.** If every $c$ gives a unique value, take $c=k$ for a kernel vector $k$. Then $k\cdot k=0$, so $k=0$. Conversely, if the kernel contains only zero, every $c$ is orthogonal to it.

**Polarizabilities.** So far $H$ need not be symmetric. Now let $H^T=H$, and let the property vector be a perturbation $b'$ with its own response, $Hx'=b'$. For two responses $x,y$ to $b$,

$$b'\cdot(x-y)=(Hx')\cdot(x-y)=x'\cdot H(x-y)=0.$$

So $b'\cdot x$ is unique. In Hartree–Fock theory, where only the orbitals respond, let $b$ and $b'$ be the orbital gradients of two dipole components. Then $b'\cdot x$ is a component of the static polarizability, up to a factor set by convention. Symmetry matters here: for $H=\begin{pmatrix}0&1\\0&0\end{pmatrix}$, the equation $Hx'=b'$ is solvable for $b'=(1,0)$, but this $b'$ couples to the kernel vector $(1,0)$.

For static linear response with real orbital rotations in a finite basis, this means that redundant rotations can stay in the equations, provided these are solvable, the property vector is orthogonal to the kernel, and the solver can handle a singular matrix.

## What the Lean definitions say

The finite type `n` labels the rotations, `H *ᵥ x` is the matrix-vector product, and `c ⬝ᵥ x` is the real scalar product.

- `IsResponse H b x` means $Hx=b$.
- `IsRedundant H k` means only $Hk=0$. It therefore includes $k=0$, and also a zero mode at the onset of an instability, which is no redundancy of the orbital parametrization.
- `Determined H b c` means that any two responses to $b$ give the same $c\cdot x$.

The main theorem is `determined_iff_orthogonal_kernel`. Its hypothesis `hx₀` supplies a known response `x₀`, a whole vector, written $\bar x$ above. Physically, it says that the perturbation exerts no force that the Hessian cannot balance to first order. Without any response, `Determined` is true for every $c$, even one that couples to the kernel. For the same reason `polarizability_determined` can leave $b$ arbitrary: it asks for symmetry and for a response to `b'`, and it fixes the value for whatever responses to $b$ there are.

The matrix is given, not derived from an electronic energy, and solvability is assumed. Frequency-dependent response, complex rotations, nearly singular Hessians and the convergence of iterative solvers lie beyond this model.

```lean
import Mathlib

open Matrix

namespace RedundantRotations

variable {n : Type*} [Fintype n]

/-- The orbital rotation `x` solves the response equation `H x = b` for the
perturbation `b`. -/
def IsResponse (H : Matrix n n ℝ) (b x : n → ℝ) : Prop :=
  H *ᵥ x = b

/-- The rotation `k` is redundant: it lies in the kernel of the orbital Hessian `H`. -/
def IsRedundant (H : Matrix n n ℝ) (k : n → ℝ) : Prop :=
  H *ᵥ k = 0

/-- The property `c · x` has the same value for all solutions `x` of the response
equation `H x = b`. -/
def Determined (H : Matrix n n ℝ) (b c : n → ℝ) : Prop :=
  ∀ x y, IsResponse H b x → IsResponse H b y → c ⬝ᵥ x = c ⬝ᵥ y

/-- Given one response `x`, a rotation `y` is also a response to the same perturbation
if and only if `y - x` is redundant. -/
theorem isResponse_iff_sub_redundant {H : Matrix n n ℝ} {b x : n → ℝ}
    (hx : IsResponse H b x) (y : n → ℝ) :
    IsResponse H b y ↔ IsRedundant H (y - x) := by
  unfold IsResponse at *
  unfold IsRedundant
  rw [Matrix.mulVec_sub, hx, sub_eq_zero]

/-- If the response equation `H x = b` is solvable, the property `c · x` has the same
value for every solution if and only if `c` is orthogonal to the kernel of `H`.
The matrix `H` may be singular and need not be symmetric. -/
theorem determined_iff_orthogonal_kernel {H : Matrix n n ℝ} {b x₀ : n → ℝ}
    (hx₀ : IsResponse H b x₀) (c : n → ℝ) :
    Determined H b c ↔ ∀ k, IsRedundant H k → c ⬝ᵥ k = 0 := by
  constructor
  · intro h k hk
    -- shift the known response by the redundant rotation
    have hy : IsResponse H b (x₀ + k) :=
      (isResponse_iff_sub_redundant hx₀ _).2 (by rwa [add_sub_cancel_left])
    have h1 := h _ _ hy hx₀
    rw [dotProduct_add] at h1
    linarith
  · intro h x y hx hy
    -- two responses differ by a redundant rotation, which `c` does not see
    have h1 := h _ ((isResponse_iff_sub_redundant hy x).1 hx)
    rw [dotProduct_sub] at h1
    linarith

/-- If the response equation is solvable and `c` couples to some redundant rotation `k`,
then every real number `v` is the value of the property `c · y` for some response `y`. -/
theorem coupled_property_takes_every_value {H : Matrix n n ℝ} {b x c k : n → ℝ}
    (hx : IsResponse H b x) (hk : IsRedundant H k) (hc : c ⬝ᵥ k ≠ 0) (v : ℝ) :
    ∃ y, IsResponse H b y ∧ c ⬝ᵥ y = v := by
  unfold IsResponse at *
  unfold IsRedundant at hk
  -- move along the zero mode until the property reaches `v`
  refine ⟨x + ((v - c ⬝ᵥ x) / (c ⬝ᵥ k)) • k, ?_, ?_⟩
  · rw [Matrix.mulVec_add, Matrix.mulVec_smul, hk, smul_zero, add_zero, hx]
  · rw [dotProduct_add, dotProduct_smul, smul_eq_mul, div_mul_cancel₀ _ hc]
    ring

/-- If the response equation is solvable, all linear properties are determined if and
only if the Hessian has no redundant rotation other than zero. -/
theorem all_determined_iff_no_redundancy {H : Matrix n n ℝ} {b x₀ : n → ℝ}
    (hx₀ : IsResponse H b x₀) :
    (∀ c, Determined H b c) ↔ ∀ k, IsRedundant H k → k = 0 := by
  constructor
  · intro h k hk
    -- test with the property vector `c = k`
    exact dotProduct_self_eq_zero.1
      ((determined_iff_orthogonal_kernel hx₀ k).1 (h k) k hk)
  · intro h c
    refine (determined_iff_orthogonal_kernel hx₀ c).2 fun k hk => ?_
    rw [h k hk, dotProduct_zero]

/-- For a symmetric Hessian, let `b'` be a perturbation whose own response equation is
solvable. Then the polarizability `b' · x` is the same for all responses `x` to `b`. -/
theorem polarizability_determined {H : Matrix n n ℝ} (hH : H.IsSymm)
    {b' x' : n → ℝ} (hx' : IsResponse H b' x') (b : n → ℝ) :
    Determined H b b' := by
  intro x y hx hy
  have hk := (isResponse_iff_sub_redundant hy x).1 hx
  unfold IsRedundant at hk
  unfold IsResponse at hx'
  -- symmetry moves the Hessian onto the redundant difference
  have h0 : b' ⬝ᵥ (x - y) = 0 := by
    rw [← hx', ← Matrix.vecMul_transpose, hH.eq, ← Matrix.dotProduct_mulVec, hk,
      dotProduct_zero]
  rw [dotProduct_sub] at h0
  linarith

/-- The Hessian of the energy `(x₀ - x₁)² / 2`, in which two rotations enter only
through their difference. -/
def pairHessian : Matrix (Fin 2) (Fin 2) ℝ :=
  !![1, -1; -1, 1]

/-- For the pair Hessian and the perturbation `(1, -1)`, the property `c · x` is
determined if and only if `c₀ + c₁ = 0`. -/
theorem pairHessian_determined_iff (c : Fin 2 → ℝ) :
    Determined pairHessian ![1, -1] c ↔ c 0 + c 1 = 0 := by
  have hx : IsResponse pairHessian ![1, -1] ![1, 0] := by
    unfold IsResponse
    ext i
    fin_cases i <;> simp [pairHessian, Matrix.mulVec, dotProduct, Fin.sum_univ_two]
  rw [determined_iff_orthogonal_kernel hx c]
  constructor
  · intro h
    -- the common rotation `(1, 1)` is redundant
    have hk : IsRedundant pairHessian ![1, 1] := by
      unfold IsRedundant
      ext i
      fin_cases i <;> simp [pairHessian, Matrix.mulVec, dotProduct, Fin.sum_univ_two]
    simpa [dotProduct, Fin.sum_univ_two] using h _ hk
  · intro hc k hk
    unfold IsRedundant at hk
    have h0 := congrFun hk 0
    simp [pairHessian, Matrix.mulVec, dotProduct, Fin.sum_univ_two] at h0
    have h1 : k 0 = k 1 := by linarith
    simp only [dotProduct, Fin.sum_univ_two]
    linear_combination k 0 * hc - c 1 * h1

end RedundantRotations
```

```lean
#print axioms RedundantRotations.determined_iff_orthogonal_kernel
#print axioms RedundantRotations.all_determined_iff_no_redundancy
#print axioms RedundantRotations.polarizability_determined
#print axioms RedundantRotations.pairHessian_determined_iff
```

```
'RedundantRotations.determined_iff_orthogonal_kernel' depends on axioms: [propext, Classical.choice, Quot.sound]
'RedundantRotations.all_determined_iff_no_redundancy' depends on axioms: [propext, Classical.choice, Quot.sound]
'RedundantRotations.polarizability_determined' depends on axioms: [propext, Classical.choice, Quot.sound]
'RedundantRotations.pairHessian_determined_iff' depends on axioms: [propext, Classical.choice, Quot.sound]
```

## From the algebra to the Lean proofs

`isResponse_iff_sub_redundant` is the statement about differences. `Matrix.mulVec_sub` expands $H(y-x)$, `hx` replaces $Hx$ by $b$, and `sub_eq_zero` turns $Hy-b=0$ into $Hy=b$.

The main theorem uses this lemma twice. In the forward direction it shows that `x₀ + k` is a response; in the reverse direction it shows that the difference of two responses is redundant. `dotProduct_add` and `dotProduct_sub` split the scalar products, and `linarith` finishes the real arithmetic.

In `coupled_property_takes_every_value`, `refine` supplies the displayed $y$. The first remaining goal is $Hy=b$; the second is $c\cdot y=v$, where `hc` permits cancelling $c\cdot k$. `all_determined_iff_no_redundancy` applies the main theorem with $c=k$, and `dotProduct_self_eq_zero` gives $k=0$.

In `polarizability_determined`, the rewrite with `← hx'` replaces $b'$ by $Hx'$. The next rewrites, including `hH.eq`, move $H$ onto $x-y$, where `hk` makes the product zero.

Finally, `pairHessian_determined_iff` treats your example. It checks that $(1,0)$ is a response and applies the main theorem. Testing with $(1,1)$ gives $c_0+c_1=0$. For the converse, the first row of $Hk=0$ gives $k_0=k_1$, and `linear_combination` verifies

$$c_0k_0+c_1k_1=k_0(c_0+c_1)-c_1(k_0-k_1)=0.$$
